# Averaging a Hamiltonian over a finite symmetry group changes it by at most 1 − 1/|G| times the largest change under a single operation

A finite group G acts on a finite-dimensional state space by unitary matrices U(g), and a matrix H is symmetrized by taking the mean of U(g) H U(g)ᴴ over the group. The theorem says that if no single operation changes H by more than δ in operator norm, then the symmetrized matrix differs from H by at most (1 − 1/|G|) δ. H plays the part of the Hamiltonian, but it may be any complex matrix and need not be Hermitian. The proof writes the difference as 1/|G| times a sum of the changes U(g) H U(g)ᴴ − H, drops the identity element, whose change is zero, and bounds each of the remaining |G| − 1 terms by δ.

The failing Lean file:

```lean
import Mathlib

open Matrix Finset
open scoped Matrix.Norms.L2Operator

namespace NormGroupAverageSubLe

noncomputable section

variable {G n : Type*} [Group G] [Fintype G] [Fintype n] [DecidableEq n]

/-- The Hamiltonian `H` transformed by the symmetry operation `g`, that is `U(g) H U(g)ᴴ`. -/
def rotated (U : G →* unitaryGroup n ℂ) (g : G) (H : Matrix n n ℂ) : Matrix n n ℂ :=
  (U g : Matrix n n ℂ) * H * (U g : Matrix n n ℂ)ᴴ

/-- The symmetrized Hamiltonian: the mean of the transformed Hamiltonians over the group. -/
def groupAverage (U : G →* unitaryGroup n ℂ) (H : Matrix n n ℂ) : Matrix n n ℂ :=
  (Fintype.card G : ℂ)⁻¹ • ∑ g, rotated U g H

/-- If no symmetry operation changes `H` by more than `δ` in operator norm, then symmetrizing
changes `H` by at most `(1 - 1/|G|) δ`. -/
theorem norm_groupAverage_sub_le (U : G →* unitaryGroup n ℂ) (H : Matrix n n ℂ) {δ : ℝ}
    (hδ : ∀ g, ‖rotated U g H - H‖ ≤ δ) :
    ‖groupAverage U H - H‖ ≤ (1 - 1 / (Fintype.card G : ℝ)) * δ := by
  classical
  have hN : (0 : ℝ) < Fintype.card G := by exact_mod_cast Fintype.card_pos
  have hNc : (Fintype.card G : ℂ) ≠ 0 := by exact_mod_cast Fintype.card_ne_zero
  -- the identity element does not contribute
  have h1 : rotated U 1 H - H = 0 := by simp [rotated]
  have hsum : groupAverage U H - H
      = (Fintype.card G : ℂ)⁻¹ • ∑ g ∈ univ.erase (1 : G), (rotated U g H - H) := by
    rw [Finset.sum_erase _ h1, Finset.sum_sub_distrib, smul_sub, Finset.sum_const,
      Finset.card_univ, ← Nat.cast_smul_eq_nsmul ℂ, smul_smul, inv_mul_cancel₀ hNc, one_smul,
      groupAverage]
  have hb : ‖∑ g ∈ univ.erase (1 : G), (rotated U g H - H)‖
      ≤ ((Fintype.card G : ℝ) - 1) * δ := by
    refine (norm_sum_le_of_le _ fun g _ => hδ g).trans (le_of_eq ?_)
    rw [Finset.sum_const, Finset.card_erase_of_mem (mem_univ _), Finset.card_univ,
      nsmul_eq_mul, Nat.cast_sub Fintype.card_pos, Nat.cast_one]
  rw [hsum, norm_smul, norm_inv, Complex.norm_natCast]
  calc (Fintype.card G : ℝ)⁻¹ * ‖∑ g ∈ univ.erase (1 : G), (rotated U g H - H)‖
      ≤ (Fintype.card G : ℝ)⁻¹ * (((Fintype.card G : ℝ) - 1) * δ) := by gcongr
    _ = (1 - 1 / (Fintype.card G : ℝ)) * δ := by field_simp

end

end NormGroupAverageSubLe
```

Lean reports:

```
Main.lean:32:8: error: Tactic `rewrite` failed: Did not find an occurrence of the pattern
  ∑ x ∈ erase ?m.141 H, (rotated U 1 H - x)
in the target expression
  groupAverage U H - H = (↑(Fintype.card G))⁻¹ • ∑ g ∈ univ.erase 1, (rotated U g H - H)

G : Type u_1
n : Type u_2
inst✝³ : Group G
inst✝² : Fintype G
inst✝¹ : Fintype n
inst✝ : DecidableEq n
U : G →* ↥(unitaryGroup n ℂ)
H : Matrix n n ℂ
δ : ℝ
hδ : ∀ (g : G), ‖rotated U g H - H‖ ≤ δ
hN : 0 < ↑(Fintype.card G)
hNc : ↑(Fintype.card G) ≠ 0
h1 : rotated U 1 H - H = 0
⊢ groupAverage U H - H = (↑(Fintype.card G))⁻¹ • ∑ g ∈ univ.erase 1, (rotated U g H - H)
```

Fix (accepted with no message):

```diff
@@ -28,9 +28,10 @@
   -- the identity element does not contribute
   have h1 : rotated U 1 H - H = 0 := by simp [rotated]
+  have he : ∑ g ∈ univ.erase (1 : G), (rotated U g H - H) = ∑ g, (rotated U g H - H) :=
+    Finset.sum_erase (f := fun g => rotated U g H - H) univ h1
   have hsum : groupAverage U H - H
       = (Fintype.card G : ℂ)⁻¹ • ∑ g ∈ univ.erase (1 : G), (rotated U g H - H) := by
-    rw [Finset.sum_erase _ h1, Finset.sum_sub_distrib, smul_sub, Finset.sum_const,
-      Finset.card_univ, ← Nat.cast_smul_eq_nsmul ℂ, smul_smul, inv_mul_cancel₀ hNc, one_smul,
-      groupAverage]
+    rw [he, Finset.sum_sub_distrib, smul_sub, Finset.sum_const, Finset.card_univ,
+      ← Nat.cast_smul_eq_nsmul ℂ, smul_smul, inv_mul_cancel₀ hNc, one_smul, groupAverage]
   have hb : ‖∑ g ∈ univ.erase (1 : G), (rotated U g H - H)‖
       ≤ ((Fintype.card G : ℝ) - 1) * δ := by
```

What went wrong. The error is in the step that puts the identity's term back into the sum. `Finset.sum_erase` needs a proof that `f a = 0`, for a summand `f` and an erased element `a`, and in `Finset.sum_erase _ h1` Lean had to find both from `h1 : rotated U 1 H - H = 0`. It split the subtraction at its last argument, taking `a` to be the matrix `H` and `f` to be the function `x ↦ rotated U 1 H - x`. The message shows the result, a sum over `erase ?m.141 H` with terms `rotated U 1 H - x`. That sum runs over matrices, while the one in the goal runs over group elements, so `rewrite` found no match.

The repair proves this step separately as `he`, with the summand given explicitly as `fun g => rotated U g H - H`. The statement of `he` fixes the erased element as `1`, and `h1` is then exactly the proof required. The `rw` now begins with `he`; its other steps are the same, with only the line breaks moved.
